# The discrete Einstein ratio converges to the half-weighted Green–Kubo sum when velocities are stationary with summable autocorrelation

To get the diffusion coefficient along one Cartesian axis from stored velocities, one adds up the autocorrelation function of that velocity component over the lags, gives lag zero half weight, and multiplies by the time between frames. The result can be checked against the mean squared displacement along the same axis, divided by twice the elapsed time. For displacements built by summing the same velocities, the two routes have the same limit at any fixed time step $h$, provided that the velocities are exactly stationary and their correlations summable.

## One step adds one truncated sum

Let $v(0), v(1), \dots$ be vectors in a real inner-product space. For one Cartesian component of a particle's velocity, each $v(n)$ is a random variable with finite variance, and $\langle v(i), v(j)\rangle$ is the ensemble average of the product. Assume that this average depends only on the lag:

$$\langle v(i), v(j)\rangle = C(|i-j|).$$

Define the displacement after $N$ steps and the Green–Kubo sum truncated at lag $M$ by

$$R_N = h\sum_{n<N} v(n), \qquad G_M = h\Big(\frac{C(0)}{2} + \sum_{k<M} C(k+1)\Big).$$

The claim is that, for $h>0$ and summable $C$,

$$\frac{\|R_N\|^2}{2Nh} \;\longrightarrow\; h\Big(\frac{C(0)}{2}+\sum_{k\ge 1} C(k)\Big).$$

First correlate the past with the present. The velocity $v(n)$ lies $N-n$ steps before $v(N)$, so counting backwards with $k = N-1-n$ gives

$$\Big\langle \sum_{n<N} v(n),\, v(N)\Big\rangle = \sum_{n<N} C(N-n) = \sum_{k<N} C(k+1).$$

Since $R_{N+1} = R_N + h\,v(N)$, expanding the square yields

$$\|R_{N+1}\|^2 - \|R_N\|^2 = 2h\langle R_N, v(N)\rangle + h^2\|v(N)\|^2 = 2h^2\sum_{k<N} C(k+1) + h^2 C(0) = 2h\,G_N.$$

The half weight at lag zero comes from this expansion: the cross term appears twice, the square of the new step once. Because $R_0 = 0$, summing over the steps gives

$$\|R_N\|^2 = 2h\sum_{M<N} G_M, \qquad \frac{\|R_N\|^2}{2Nh} = \frac1N\sum_{M<N} G_M \quad (N\ge 1).$$

The Einstein ratio is therefore the running average of the truncated sums. Suppose $G_M \to D$. Given $\varepsilon>0$, choose $K$ with $|G_M - D| < \varepsilon/2$ for all $M\ge K$. Then for $N > K$

$$\Big|\frac1N\sum_{M<N} G_M - D\Big| \le \frac1N\sum_{M<K}|G_M-D| + \frac{\varepsilon}{2},$$

and the first term falls below $\varepsilon/2$ once $N$ is large. If $C$ is summable, $G_M$ converges to the right-hand side of the claim.

## Two correlated neighbours, with numbers

Take $C(0)=2$, $C(1)=1$, and $C(k)=0$ beyond; the normalised autocorrelation $C(k)/C(0)$ is $1, \tfrac12, 0, \dots$ With $h=0.5$ the truncated sums are $G_0 = 0.5$ and $G_M = 0.5\,(1+1) = 1$ for $M\ge1$. Hence for $N\ge1$

$$\frac{\|R_N\|^2}{2Nh} = \frac{0.5 + (N-1)}{N} = 1 - \frac{1}{2N},$$

which is $0.5$, $0.75$ and $0.95$ at $N=1,2,10$ and tends to $1$. Full weight at lag zero would have given $1.5$.

## The sum in an analysis script

With the autocorrelation in an array `C`, both quantities take one line of Python each:

```python
G = h * (np.cumsum(C) - C[0] / 2)   # G[M]: lags 0..M
msd = 2 * h * np.cumsum(G)          # msd[N-1]: after N steps
```

A library trapezoidal routine also halves the last lag, so it differs from `G[M]` by $hC(M)/2$, which vanishes for large $M$ if $C$ decays to zero. In a plain leapfrog integration, without constraints, thermostat or barostat, the half-step velocities satisfy $x(n+1)=x(n)+h\,v(n+\tfrac12)$, so $h$ times their sum reproduces the unwrapped displacement up to roundoff if every step is stored. On-step velocities from velocity Verlet do not have this property step by step. With autocorrelations estimated from a finite run, the second line agrees with a directly measured mean squared displacement only approximately.

## Stationarity, displacement and truncated sum in Lean

The space `E` is any real inner-product space, of finite or infinite dimension. If its inner product averages the dot product of three-dimensional velocities, the limit is three times the diffusion coefficient averaged over the three components.

```lean
import Mathlib

open Filter Topology

namespace DiscreteGreenKubo

noncomputable section

variable {E : Type*} [NormedAddCommGroup E] [InnerProductSpace ℝ E]
```

`IsStationary v C` is the correlation condition. The lag is the absolute value of an integer difference, returned as a natural number. Only second moments are constrained, not the full distribution of the velocities.

```lean
/-- The velocities `v n` are stationary with autocorrelation `C`: the inner product of two of
them depends only on the number of steps between them. -/
def IsStationary (v : ℕ → E) (C : ℕ → ℝ) : Prop :=
  ∀ i j : ℕ, inner ℝ (v i) (v j) = C ((i : ℤ) - (j : ℤ)).natAbs
```

`displacement h v N` is $R_N$, and its squared norm is already the ensemble mean. The theorems therefore do not say that the squared displacement of a single random trajectory settles down.

```lean
/-- The displacement after `N` steps of length `h` with velocities `v 0, ..., v (N - 1)`. -/
def displacement (h : ℝ) (v : ℕ → E) (N : ℕ) : E :=
  h • ∑ n ∈ Finset.range N, v n
```

`greenKuboSum h C M` is $G_M$; for $M\ge1$ the last lag has full weight.

```lean
/-- The time step `h` times the sum of the autocorrelation `C` over the lags `0, ..., M`, in which
lag zero has weight one half. -/
def greenKuboSum (h : ℝ) (C : ℕ → ℝ) (M : ℕ) : ℝ :=
  h * (C 0 / 2 + ∑ k ∈ Finset.range M, C (k + 1))
```

## The exact identity for the squared displacement

The first lemma is the correlation of past and present. `Finset.sum_range_reflect` reverses the order of summation, and `omega` checks that the lag from $i$ to $N$ is $N-1-i+1$.

```lean
/-- For stationary velocities, the sum of the first `N` velocities has with the next one an inner
product equal to the sum of the autocorrelation over the lags `1, ..., N`. -/
theorem correlation_with_past {v : ℕ → E} {C : ℕ → ℝ} (hv : IsStationary v C) (N : ℕ) :
    inner ℝ (∑ n ∈ Finset.range N, v n) (v N) = ∑ k ∈ Finset.range N, C (k + 1) := by
  rw [sum_inner]
  -- count the steps backwards from the present
  refine Eq.trans (Finset.sum_congr rfl ?_)
    (Finset.sum_range_reflect (fun k => C (k + 1)) N)
  intro i hi
  have hi' := Finset.mem_range.mp hi
  have e : ((i : ℤ) - (N : ℤ)).natAbs = N - 1 - i + 1 := by omega
  show inner ℝ (v i) (v N) = C (N - 1 - i + 1)
  rw [hv i N, e]
```

The next lemma expands the square. In its proof `e` splits off the last step, `hn` evaluates the squared length of that step, and `hc` evaluates the cross term by the previous lemma. The identity holds for every real `h`.

```lean
/-- For stationary velocities, one time step raises the squared displacement by exactly `2 h`
times the truncated Green-Kubo sum. -/
theorem sq_displacement_step {v : ℕ → E} {C : ℕ → ℝ} (hv : IsStationary v C) (h : ℝ) (N : ℕ) :
    ‖displacement h v (N + 1)‖ ^ 2 - ‖displacement h v N‖ ^ 2
      = 2 * h * greenKuboSum h C N := by
  have e : displacement h v (N + 1) = displacement h v N + h • v N := by
    simp only [displacement, Finset.sum_range_succ, smul_add]
  have h0 : ‖v N‖ ^ 2 = C 0 := by
    rw [← real_inner_self_eq_norm_sq, hv N N]
    simp
  have hn : ‖h • v N‖ ^ 2 = h ^ 2 * C 0 := by
    rw [norm_smul, mul_pow, Real.norm_eq_abs, sq_abs, h0]
  have hc : inner ℝ (displacement h v N) (h • v N)
      = h ^ 2 * ∑ k ∈ Finset.range N, C (k + 1) := by
    rw [displacement, real_inner_smul_left, real_inner_smul_right, correlation_with_past hv]
    ring
  rw [e, norm_add_sq_real, hc, hn, greenKuboSum]
  ring
```

Induction on $N$ then adds up the increments.

```lean
/-- For stationary velocities, the squared displacement after `N` steps is `2 h` times the sum of
the first `N` truncated Green-Kubo sums. -/
theorem sq_displacement_eq {v : ℕ → E} {C : ℕ → ℝ} (hv : IsStationary v C) (h : ℝ) (N : ℕ) :
    ‖displacement h v N‖ ^ 2 = 2 * h * ∑ M ∈ Finset.range N, greenKuboSum h C M := by
  induction N with
  | zero => simp [displacement]
  | succ N ih =>
    rw [Finset.sum_range_succ, mul_add, ← ih]
    linarith [sq_displacement_step hv h N]
```

## From running averages to the limit

The hypothesis `hD` says that the truncated sums converge to `D`; conditional convergence is enough. The conclusion has two parts. The first states that the denominator $2Nh$ is positive from the first step on, so the ratio is a genuine quotient there; at $N=0$ Lean assigns it the value zero, which does not affect the limit. The second part is the convergence. Mathlib's `cesaro` supplies the $\varepsilon$ argument given above, and the remaining lines identify the running average with the Einstein ratio.

```lean
/-- For stationary velocities and a positive time step, if the truncated Green-Kubo sums converge
to `D`, then the squared displacement over twice the elapsed time, which is positive from the
first step on, converges to `D` too. -/
theorem einstein_of_greenKubo {v : ℕ → E} {C : ℕ → ℝ} (hv : IsStationary v C) {h D : ℝ}
    (hh : 0 < h) (hD : Tendsto (greenKuboSum h C) atTop (𝓝 D)) :
    (∀ N : ℕ, 1 ≤ N → 0 < 2 * (N : ℝ) * h) ∧
      Tendsto (fun N : ℕ => ‖displacement h v N‖ ^ 2 / (2 * (N : ℝ) * h)) atTop (𝓝 D) := by
  constructor
  · intro N hN
    have hN' : (0 : ℝ) < N := by exact_mod_cast hN
    positivity
  · -- the Einstein ratio is the running average of the truncated sums
    refine hD.cesaro.congr fun N => ?_
    rw [sq_displacement_eq hv]
    rcases Nat.eq_zero_or_pos N with rfl | hN
    · simp
    · have hN' : (N : ℝ) ≠ 0 := by exact_mod_cast hN.ne'
      have hh' : h ≠ 0 := hh.ne'
      field_simp
```

For summable `C`, the partial sums over the lags from one upwards converge to the infinite sum `∑' k, C (k + 1)`. Adding $C(0)/2$ and multiplying by $h$ gives the hypothesis of the previous theorem.

```lean
/-- Discrete Green-Kubo relation: for stationary velocities with summable autocorrelation and a
positive time step, the squared displacement over twice the elapsed time, which is positive from
the first step on, tends to `h (C 0 / 2 + C 1 + C 2 + ...)`. -/
theorem discrete_green_kubo {v : ℕ → E} {C : ℕ → ℝ} (hv : IsStationary v C)
    (hC : Summable C) {h : ℝ} (hh : 0 < h) :
    (∀ N : ℕ, 1 ≤ N → 0 < 2 * (N : ℝ) * h) ∧
      Tendsto (fun N : ℕ => ‖displacement h v N‖ ^ 2 / (2 * (N : ℝ) * h)) atTop
        (𝓝 (h * (C 0 / 2 + ∑' k, C (k + 1)))) := by
  have hT := ((summable_nat_add_iff 1).mpr hC).hasSum.tendsto_sum_nat
  exact einstein_of_greenKubo hv hh ((hT.const_add (C 0 / 2)).const_mul h)
```

Summability is assumed, not derived from any dynamics. It stands for a velocity memory that fades fast enough; a steady drift or an undamped oscillation violates it. The Green–Kubo relations of statistical mechanics connect transport coefficients with time integrals of equilibrium correlations, whereas this theorem is a kinematic relation between velocities and their sum. It involves no Hamiltonian, no response to an applied force and no limit $h\to0$, and it gives no error estimate for finite data.

The Einstein ratios are nonnegative, and so is their limit. Setting $h=1$ turns this into a statement about the autocorrelation alone: the sum over all later lags may be negative, but it can at most cancel the half-weighted lag-zero term.

```lean
/-- For stationary velocities with summable autocorrelation, the sum over all lags, with lag zero
at weight one half, is nonnegative. -/
theorem greenKubo_nonneg {v : ℕ → E} {C : ℕ → ℝ} (hv : IsStationary v C) (hC : Summable C) :
    0 ≤ C 0 / 2 + ∑' k, C (k + 1) := by
  have hT := (discrete_green_kubo hv hC one_pos).2
  rw [one_mul] at hT
  exact ge_of_tendsto' hT fun N => by positivity
```

## A moving average that satisfies the hypotheses

The numerical example is realised by adding neighbouring unit vectors in the space of square-summable sequences. The vectors are not normalised: each has squared length $2$.

```lean
/-- The sum of the standard unit vectors number `n` and `n + 1` in the space of square-summable
sequences. -/
def movingAverage (n : ℕ) : lp (fun _ : ℕ => ℝ) 2 :=
  lp.single 2 n (1 : ℝ) + lp.single 2 (n + 1) (1 : ℝ)

/-- The autocorrelation with value 2 at lag zero, 1 at lag one and 0 beyond. -/
def shortMemory (k : ℕ) : ℝ := if k = 0 then 2 else if k = 1 then 1 else 0
```

Two such vectors share both unit vectors at lag zero, one at lag one, and none beyond. The proof evaluates the inner product component by component and splits into cases according to which indices coincide. Summability follows because only two values of `shortMemory` are nonzero.

```lean
/-- The moving average is stationary with the short-memory autocorrelation, which is summable. -/
theorem discrete_green_kubo_witness :
    IsStationary movingAverage shortMemory ∧ Summable shortMemory := by
  constructor
  · intro i j
    rw [movingAverage, movingAverage, inner_add_left, lp.inner_single_left,
      lp.inner_single_left]
    simp only [lp.coeFn_add, Pi.add_apply, lp.single_apply, Pi.single_apply,
      RCLike.inner_apply, conj_trivial, shortMemory]
    split_ifs <;> norm_num <;> omega
  · refine (hasSum_sum_of_ne_finset_zero (s := Finset.range 2) fun k hk => ?_).summable
    have hk' : ¬ k < 2 := fun h => hk (Finset.mem_range.mpr h)
    rw [shortMemory, if_neg (by omega), if_neg (by omega)]
```

## An oscillating velocity breaks the converse

Convergence of the Einstein ratio does not imply convergence of the truncated sums. Take $v(n)=(-1)^n$ on the real line. Then $v(i)v(j) = (-1)^{|i-j|}$, so `IsStationary` holds with $C(k)=(-1)^k$. The mean of this deterministic velocity still alternates; a random overall sign, plus or minus with equal probability, would make the mean zero and leave $C$ unchanged. The proof treats $i\le j$ and $j\le i$ separately, writes the larger index as the smaller plus $k$, and uses $(-1)^i(-1)^i=1$.

```lean
/-- The velocity that changes sign at every step is stationary, and its autocorrelation
alternates in the same way. -/
theorem alternating_isStationary :
    IsStationary (fun n : ℕ => (-1 : ℝ) ^ n) (fun k => (-1 : ℝ) ^ k) := by
  have hsq : ∀ i : ℕ, (-1 : ℝ) ^ i * (-1) ^ i = 1 := fun i => by
    rw [← mul_pow]; norm_num
  intro i j
  show inner ℝ ((-1 : ℝ) ^ i) ((-1 : ℝ) ^ j) = (-1 : ℝ) ^ ((i : ℤ) - (j : ℤ)).natAbs
  rw [RCLike.inner_apply, conj_trivial]
  rcases le_total i j with hij | hij
  · obtain ⟨k, rfl⟩ := Nat.exists_eq_add_of_le hij
    have e : ((i : ℤ) - ((i + k : ℕ) : ℤ)).natAbs = k := by omega
    rw [e, pow_add]
    linear_combination (-1 : ℝ) ^ k * hsq i
  · obtain ⟨k, rfl⟩ := Nat.exists_eq_add_of_le hij
    have e : (((j + k : ℕ) : ℤ) - (j : ℤ)).natAbs = k := by omega
    rw [e, pow_add]
    linear_combination (-1 : ℝ) ^ k * hsq j
```

The particle steps forward and back, so $\sum_{n<N}(-1)^n = (1-(-1)^N)/2$ is either $0$ or $1$. Hence $\|R_N\|^2\le h^2$, and for $N\ge1$ the Einstein ratio is at most $h/(2N)$, which tends to zero.

The truncated sums are $G_M = \tfrac h2(-1)^M$. If they had a limit $D$, shifting by one lag would give $D=-D$, so $D=0$; but $G_M^2 = h^2/4$ for every $M$ would give $D^2=h^2/4>0$. In Lean these two facts are `h1` and `h2`, each obtained from the uniqueness of limits.

In this example the failure depends on the full weight of the last lag: halving it as well would make the truncated sum zero for every $M\ge1$. That is no general cure: for $C(k)=\cos(\pi k/2)$, the autocorrelation of a unit vector that turns by a right angle at every step, the sums have no limit with either weight.

```lean
/-- For the alternating velocity and a positive time step, the squared displacement over twice
the elapsed time tends to zero, but the truncated Green-Kubo sums have no limit. -/
theorem einstein_without_greenKubo {h : ℝ} (hh : 0 < h) :
    Tendsto (fun N : ℕ => ‖displacement h (fun n : ℕ => (-1 : ℝ) ^ n) N‖ ^ 2
        / (2 * (N : ℝ) * h)) atTop (𝓝 0) ∧
      ¬ ∃ D, Tendsto (greenKuboSum h (fun k => (-1 : ℝ) ^ k)) atTop (𝓝 D) := by
  constructor
  · have hs : ∀ N : ℕ, ∑ n ∈ Finset.range N, (-1 : ℝ) ^ n = (1 - (-1) ^ N) / 2 := by
      intro N
      induction N with
      | zero => simp
      | succ N ih => rw [Finset.sum_range_succ, ih, pow_succ]; ring
    -- the particle never gets further than one step
    have hb : ∀ N : ℕ, ‖displacement h (fun n : ℕ => (-1 : ℝ) ^ n) N‖ ^ 2 ≤ h ^ 2 := by
      intro N
      simp only [displacement, hs]
      rw [norm_smul, mul_pow, Real.norm_eq_abs, Real.norm_eq_abs, sq_abs, sq_abs]
      rcases neg_one_pow_eq_or ℝ N with e | e <;> rw [e] <;> nlinarith [sq_nonneg h]
    refine squeeze_zero (fun N => by positivity) (fun N => ?_)
      (tendsto_const_div_atTop_nhds_zero_nat (h / 2))
    have e : h / 2 / (N : ℝ) = h ^ 2 / (2 * (N : ℝ) * h) := by
      rcases Nat.eq_zero_or_pos N with rfl | hN
      · simp
      · have hN' : (N : ℝ) ≠ 0 := by exact_mod_cast hN.ne'
        field_simp
    rw [e]
    exact div_le_div_of_nonneg_right (hb N) (by positivity)
  · have hg : ∀ M, greenKuboSum h (fun k => (-1 : ℝ) ^ k) M = h / 2 * (-1) ^ M := by
      intro M
      induction M with
      | zero => simp [greenKuboSum]; ring
      | succ M ih =>
        simp only [greenKuboSum, Finset.sum_range_succ] at ih ⊢
        rw [← add_assoc, mul_add, ih, pow_succ]
        ring
    rintro ⟨D, hD⟩
    -- a shift by one lag changes the sign, so a limit would vanish
    have h1 : D = -D := tendsto_nhds_unique (hD.comp (tendsto_add_atTop_nat 1))
      (hD.neg.congr fun M => by rw [Function.comp_apply, hg, hg, pow_succ]; ring)
    -- but the square is constant and positive
    have h2 : D * D = h ^ 2 / 4 := tendsto_nhds_unique (hD.mul hD)
      (tendsto_const_nhds.congr fun M => by
        rw [hg]
        rcases neg_one_pow_eq_or ℝ M with e | e <;> rw [e] <;> ring)
    have h3 : D = 0 := by linarith
    rw [h3] at h2
    nlinarith [pow_pos hh 2]

end

end DiscreteGreenKubo
```

```lean
#print axioms DiscreteGreenKubo.discrete_green_kubo
-- 'DiscreteGreenKubo.discrete_green_kubo' depends on axioms: [propext, Classical.choice, Quot.sound]
#print axioms DiscreteGreenKubo.greenKubo_nonneg
-- 'DiscreteGreenKubo.greenKubo_nonneg' depends on axioms: [propext, Classical.choice, Quot.sound]
#print axioms DiscreteGreenKubo.alternating_isStationary
-- 'DiscreteGreenKubo.alternating_isStationary' depends on axioms: [propext, Classical.choice, Quot.sound]
#print axioms DiscreteGreenKubo.einstein_without_greenKubo
-- 'DiscreteGreenKubo.einstein_without_greenKubo' depends on axioms: [propext, Classical.choice, Quot.sound]
```
